# One-particle lattice partition functions with nonnegative hopping have nonnegative winding weights

A particle hops on a finite set of sites in the presence of a magnetic flux. Its Hamiltonian has real site energies $V_x$ on the diagonal and, for $x\ne y$, the entries

$$H(\varphi)_{xy}=-t_{xy}\,e^{i\varphi w_{xy}},\qquad t_{xy}=t_{yx}\ge 0,\qquad w_{xy}=-w_{yx}\in\mathbb Z .$$

Here $\varphi$ is the flux as a dimensionless phase, with period $2\pi$. The integer $w_{xy}$ says how often the step from $x$ to $y$ crosses a chosen cut, counted with sign. Walks are read from the left matrix index to the right one, opposite to the usual reading of $H_{xy}$ as a hop from $y$ to $x$. The inverse temperature is $\beta\ge0$.

## The partition function as a sum over windings

For every real $\varphi$,

$$Z(\varphi)=\operatorname{tr}e^{-\beta H(\varphi)}=\sum_{k\in\mathbb Z}Z_k\,e^{ik\varphi},\qquad Z_k=Z_{-k}\ge0,\qquad \sum_k Z_k<\infty ,$$

and the $Z_k$ do not depend on $\varphi$.

## Sampling at zero flux

A path-integral or series-expansion code for one particle on a finite lattice can sample closed walks at $\varphi=0$ with nonnegative weights and record their winding $k$. If walks of all windings are sampled with their exact weights, the average of $\cos(k\varphi)$ is $Z(\varphi)/Z(0)$. A single zero-flux run then gives an estimate of this ratio for every flux, although the statistical error may be large. Updates that never change the winding are not enough for this.

## Derivation from closed walks

**Shift the energy.** Let $c=\sum_z|V_z|$, and define step weights $m_{xx}=\beta(c-V_x)$ and $m_{xy}=\beta t_{xy}$ for $x\neq y$. All are nonnegative, because $V_x\le|V_x|\le c$. Put $M(\varphi)_{xy}=m_{xy}e^{i\varphi w_{xy}}$. Antisymmetry gives $w_{xx}=0$, so

$$-\beta H(\varphi)=-\beta c\,\mathbb 1+M(\varphi),\qquad e^{-\beta H(\varphi)}=e^{-\beta c}e^{M(\varphi)} .$$

**Count walks.** Let $W_N(x,y,k)$ be the total weight of $N$-step walks from $x$ to $y$ with winding $k$:

$$W_0(x,y,k)=\delta_{xy}\delta_{k0},\qquad W_{N+1}(x,y,k)=\sum_z m_{xz}W_N(z,y,k-w_{xz}).$$

Then $(M^N)_{xy}=\sum_kW_N(x,y,k)e^{ik\varphi}$. This holds for $N=0$. If it holds for $N$, then

$$(M^{N+1})_{xy}=\sum_z m_{xz}e^{i\varphi w_{xz}}\sum_l W_N(z,y,l)e^{il\varphi},$$

and the substitution $k=l+w_{xz}$ gives the claim for $N+1$.

**Exchange the sums.** With $L_N(k)=\frac1{N!}\sum_xW_N(x,x,k)\ge0$, the exponential series reads

$$\operatorname{tr}e^{M(\varphi)}=\sum_N\sum_kL_N(k)e^{ik\varphi}.$$

At $\varphi=0$ this is a convergent sum of nonnegative terms. Since $|e^{ik\varphi}|=1$, the double series converges absolutely at every $\varphi$, and the order of summation may be exchanged. Hence

$$Z_k=e^{-\beta c}\sum_NL_N(k)\ge0 .$$

**Reverse the walks.** Building a walk from its last step gives

$$W_{N+1}(x,y,k)=\sum_zW_N(x,z,k-w_{zy})m_{zy}.$$

This follows by induction: expanding the first and the last step in either order gives the same double sum. Now suppose that $W_N(x,y,-k)=W_N(y,x,k)$, which is clear for $N=0$. Then

$$\begin{aligned}
W_{N+1}(x,y,-k)&=\sum_zW_N(x,z,-(k-w_{yz}))\,m_{yz}\\
&=\sum_zm_{yz}W_N(z,x,k-w_{yz})=W_{N+1}(y,x,k).
\end{aligned}$$

Setting $x=y$ and summing gives $Z_{-k}=Z_k$.

**Two consequences.** Averaging the terms $k$ and $-k$ gives $Z(\varphi)=\sum_kZ_k\cos(k\varphi)$. For fluxes $\varphi_i$ and complex numbers $a_i$,

$$\sum_{i,j}\overline{a_i}a_jZ(\varphi_j-\varphi_i)=\sum_kZ_k\Bigl|\sum_ja_je^{ik\varphi_j}\Bigr|^2\ge0 .$$

## Lean source

```lean
import Mathlib

open Finset
open scoped ComplexOrder ComplexConjugate

namespace WindingExpansion

noncomputable section

variable {ι : Type*} [Fintype ι] [DecidableEq ι]

/-- The hopping Hamiltonian with site energies `V`, amplitudes `t` and Peierls phases
`φ * w x y`, where `φ` is the flux. -/
def hamiltonian (V : ι → ℝ) (t : ι → ι → ℝ) (w : ι → ι → ℤ) (φ : ℝ) : Matrix ι ι ℂ :=
  Matrix.of fun x y =>
    if x = y then (V x : ℂ) else -(t x y : ℂ) * Complex.exp ((w x y : ℂ) * φ * Complex.I)

/-- The one-particle partition function `tr exp(-β H(φ))`. -/
def partitionFunction (V : ι → ℝ) (t : ι → ι → ℝ) (w : ι → ι → ℤ) (β φ : ℝ) : ℂ :=
  (NormedSpace.exp (-(β : ℂ) • hamiltonian V t w φ)).trace

/-- The matrix with step weights `m` and phases `φ * w x y`. -/
def phaseMatrix (m : ι → ι → ℝ) (w : ι → ι → ℤ) (φ : ℝ) : Matrix ι ι ℂ :=
  Matrix.of fun x y => (m x y : ℂ) * Complex.exp ((w x y : ℂ) * φ * Complex.I)

/-- The total weight of all walks of given length from `x` to `y` with winding `k`; each step
contributes a factor `m` and adds `w` to the winding. -/
def walkWeight (m : ι → ι → ℝ) (w : ι → ι → ℤ) : ℕ → ι → ι → ℤ → ℝ
  | 0, x, y, k => if x = y ∧ k = 0 then 1 else 0
  | N + 1, x, y, k => ∑ z, m x z * walkWeight m w N z y (k - w x z)

/-- The weight of closed walks of length `N` and winding `k`, divided by `N!`. -/
def loopWeight (m : ι → ι → ℝ) (w : ι → ι → ℤ) (N : ℕ) (k : ℤ) : ℝ :=
  (∑ x, walkWeight m w N x x k) / (N.factorial : ℝ)

/-- Step weights at inverse temperature `β`: hopping has weight `β t`, and waiting at a site has
weight `β (c - V)` with the reference energy `c = ∑ |V|`. -/
def stepWeight (V : ι → ℝ) (t : ι → ι → ℝ) (β : ℝ) (x y : ι) : ℝ :=
  if x = y then β * ((∑ z, |V z|) - V x) else β * t x y

/-- The weight `Z_k` of winding sector `k`: the sum over closed walks of all lengths, times the
Boltzmann factor of the reference energy. -/
def sectorWeight (V : ι → ℝ) (t : ι → ι → ℝ) (w : ι → ι → ℤ) (β : ℝ) (k : ℤ) : ℝ :=
  Real.exp (-(β * ∑ z, |V z|)) * ∑' N, loopWeight (stepWeight V t β) w N k

/-- Series over winding sectors with equal terms have the same sum. -/
private theorem hasSum_of_eq {f g : ℤ → ℂ} {a : ℂ} (h : HasSum g a) (e : ∀ k, f k = g k) :
    HasSum f a := by
  rw [show f = g from funext e]
  exact h

/-- Walk weights are nonnegative when all step weights are. -/
theorem walkWeight_nonneg {m : ι → ι → ℝ} (w : ι → ι → ℤ) (hm : ∀ x y, 0 ≤ m x y)
    (N : ℕ) (x y : ι) (k : ℤ) : 0 ≤ walkWeight m w N x y k := by
  induction N generalizing x k with
  | zero => unfold walkWeight; split_ifs <;> norm_num
  | succ N ih => exact sum_nonneg fun z _ => mul_nonneg (hm x z) (ih z _)

/-- A walk may equally be built by adding its steps at the end. -/
theorem walkWeight_succ_right (m : ι → ι → ℝ) (w : ι → ι → ℤ) (N : ℕ) (x y : ι) (k : ℤ) :
    walkWeight m w (N + 1) x y k = ∑ z, walkWeight m w N x z (k - w z y) * m z y := by
  induction N generalizing x k with
  | zero => simp [walkWeight, ite_and]
  | succ N ih =>
    rw [walkWeight]
    simp_rw [ih]
    simp only [walkWeight, mul_sum, sum_mul]
    rw [sum_comm]
    refine sum_congr rfl fun u _ => sum_congr rfl fun z _ => ?_
    rw [sub_right_comm k (w x z) (w u y)]
    ring

/-- For symmetric step weights and antisymmetric `w`, reversing walks reverses their winding. -/
theorem walkWeight_reverse {m : ι → ι → ℝ} {w : ι → ι → ℤ} (hm : ∀ x y, m x y = m y x)
    (hw : ∀ x y, w x y = -w y x) (N : ℕ) (x y : ι) (k : ℤ) :
    walkWeight m w N x y (-k) = walkWeight m w N y x k := by
  induction N generalizing x y k with
  | zero => simp only [walkWeight, neg_eq_zero, eq_comm (a := x) (b := y)]
  | succ N ih =>
    rw [walkWeight_succ_right, walkWeight]
    refine sum_congr rfl fun z _ => ?_
    have e : -k - w z y = -(k - w y z) := by rw [hw z y]; ring
    rw [e, ih, hm z y, mul_comm]

/-- Powers of the phase matrix are the generating functions of the walk weights. -/
theorem hasSum_walkWeight (m : ι → ι → ℝ) (w : ι → ι → ℤ) (φ : ℝ) (N : ℕ) (x y : ι) :
    HasSum (fun k : ℤ => (walkWeight m w N x y k : ℂ) * Complex.exp ((k : ℂ) * φ * Complex.I))
      ((phaseMatrix m w φ ^ N) x y) := by
  induction N generalizing x with
  | zero =>
    convert hasSum_single (0 : ℤ) ?_ using 1
    · by_cases h : x = y <;> simp [walkWeight, h]
    · intro k hk
      simp [walkWeight, hk]
  | succ N ih =>
    rw [pow_succ', Matrix.mul_apply]
    -- the first step shifts the winding by `w x z`
    have h := hasSum_sum (s := univ) fun z _ =>
      ((Equiv.subRight (w x z)).hasSum_iff.mpr (ih z)).mul_left (phaseMatrix m w φ x z)
    refine hasSum_of_eq h fun k => ?_
    simp only [walkWeight, Complex.ofReal_sum, sum_mul]
    refine sum_congr rfl fun z _ => ?_
    have e : Complex.exp ((k : ℂ) * φ * Complex.I) = Complex.exp ((w x z : ℂ) * φ * Complex.I) *
        Complex.exp (((k - w x z : ℤ) : ℂ) * φ * Complex.I) := by
      rw [← Complex.exp_add]
      congr 1
      push_cast
      ring
    simp only [Function.comp_apply, Equiv.subRight_apply, phaseMatrix, Matrix.of_apply]
    rw [e]
    push_cast
    ring

/-- The exponential series of a complex matrix converges to its exponential. -/
theorem hasSum_exp (A : Matrix ι ι ℂ) :
    HasSum (fun N : ℕ => (N.factorial : ℂ)⁻¹ • A ^ N) (NormedSpace.exp A) := by
  let : NormedRing (Matrix ι ι ℂ) := Matrix.linftyOpNormedRing
  let : NormedAlgebra ℂ (Matrix ι ι ℂ) := Matrix.linftyOpNormedAlgebra
  exact NormedSpace.exp_series_hasSum_exp' (𝕂 := ℂ) A

/-- For nonnegative step weights, the trace of the exponential of the phase matrix is a summable
Fourier series whose coefficients are sums over closed walks. -/
theorem trace_exp_phaseMatrix {m : ι → ι → ℝ} (w : ι → ι → ℤ) (hm : ∀ x y, 0 ≤ m x y) :
    Summable (fun k => ∑' N, loopWeight m w N k) ∧ ∀ φ : ℝ,
      HasSum (fun k : ℤ => ((∑' N, loopWeight m w N k : ℝ) : ℂ) *
        Complex.exp ((k : ℂ) * φ * Complex.I)) (NormedSpace.exp (phaseMatrix m w φ)).trace := by
  have htr (φ : ℝ) : HasSum (fun N : ℕ => (N.factorial : ℂ)⁻¹ * (phaseMatrix m w φ ^ N).trace)
      (NormedSpace.exp (phaseMatrix m w φ)).trace := by
    have h := (hasSum_exp (phaseMatrix m w φ)).map (Matrix.traceAddMonoidHom ι ℂ)
      (continuous_id.matrix_trace)
    simpa [Function.comp_def, Matrix.trace_smul] using h
  have hrow (φ : ℝ) (N : ℕ) : HasSum (fun k : ℤ => (loopWeight m w N k : ℂ) *
      Complex.exp ((k : ℂ) * φ * Complex.I))
      ((N.factorial : ℂ)⁻¹ * (phaseMatrix m w φ ^ N).trace) := by
    have h := (hasSum_sum (s := univ) fun x _ =>
      hasSum_walkWeight m w φ N x x).mul_left (N.factorial : ℂ)⁻¹
    refine hasSum_of_eq h fun k => ?_
    rw [← sum_mul, loopWeight]
    push_cast
    ring
  -- at zero flux all terms are nonnegative, so the double family is summable
  have hre (N : ℕ) : HasSum (fun k => loopWeight m w N k)
      ((N.factorial : ℂ)⁻¹ * (phaseMatrix m w 0 ^ N).trace).re := by
    simpa using Complex.reCLM.hasSum (hrow 0 N)
  have hf : Summable (fun p : ℕ × ℤ => loopWeight m w p.1 p.2) := by
    refine (summable_prod_of_nonneg fun p => ?_).mpr ⟨fun N => (hre N).summable, ?_⟩
    · exact div_nonneg (sum_nonneg fun x _ => walkWeight_nonneg w hm _ _ _ _) (by positivity)
    · simp_rw [fun N => (hre N).tsum_eq]
      exact (Complex.reCLM.hasSum (htr 0)).summable
  refine ⟨hf.prod_symm.prod, fun φ => ?_⟩
  have hF : Summable (fun p : ℕ × ℤ => (loopWeight m w p.1 p.2 : ℂ) *
      Complex.exp ((p.2 : ℂ) * φ * Complex.I)) := by
    refine Summable.of_norm (hf.norm.congr fun p => ?_)
    have e : ‖Complex.exp ((p.2 : ℂ) * φ * Complex.I)‖ = 1 := by
      simpa using Complex.norm_exp_ofReal_mul_I ((p.2 : ℝ) * φ)
    rw [norm_mul, e, mul_one, Complex.norm_real]
  -- exchange the sums over length and winding
  have hS := (hF.hasSum.prod_fiberwise (hrow φ)).unique (htr φ)
  rw [← hS]
  refine ((Equiv.prodComm ℤ ℕ).hasSum_iff.mpr hF.hasSum).prod_fiberwise fun k => ?_
  exact (Complex.ofRealCLM.hasSum (hf.prod_symm.prod_factor k).hasSum).mul_right _

/-- Winding-number expansion: for `β ≥ 0`, nonnegative symmetric `t` and antisymmetric integer
`w`, the partition function is `∑ Z_k exp(i k φ)` with nonnegative, even, summable `Z_k`. -/
theorem winding_expansion (V : ι → ℝ) {t : ι → ι → ℝ} {w : ι → ι → ℤ} {β : ℝ} (hβ : 0 ≤ β)
    (ht : ∀ x y, 0 ≤ t x y) (hts : ∀ x y, t x y = t y x) (hw : ∀ x y, w x y = -w y x) :
    (∀ k, 0 ≤ sectorWeight V t w β k) ∧
    (∀ k, sectorWeight V t w β (-k) = sectorWeight V t w β k) ∧
    Summable (sectorWeight V t w β) ∧
    ∀ φ : ℝ, HasSum (fun k : ℤ => (sectorWeight V t w β k : ℂ) *
      Complex.exp ((k : ℂ) * φ * Complex.I)) (partitionFunction V t w β φ) := by
  have hm (x y : ι) : 0 ≤ stepWeight V t β x y := by
    unfold stepWeight
    split_ifs
    · have h : |V x| ≤ ∑ z, |V z| :=
        single_le_sum (f := fun z => |V z|) (fun z _ => abs_nonneg (V z)) (mem_univ x)
      exact mul_nonneg hβ (by linarith [le_abs_self (V x)])
    · exact mul_nonneg hβ (ht x y)
  have hms (x y : ι) : stepWeight V t β x y = stepWeight V t β y x := by
    by_cases h : x = y
    · rw [h]
    · simp [stepWeight, h, Ne.symm h, hts x y]
  obtain ⟨hsum, hexp⟩ := trace_exp_phaseMatrix w hm
  refine ⟨fun k => ?_, fun k => ?_, hsum.mul_left _, fun φ => ?_⟩
  · exact mul_nonneg (Real.exp_pos _).le (tsum_nonneg fun N =>
      div_nonneg (sum_nonneg fun x _ => walkWeight_nonneg w hm _ _ _ _) (by positivity))
  · simp only [sectorWeight, loopWeight, walkWeight_reverse hms hw]
  · -- split off the reference energy, which is a multiple of the identity
    set a : ℂ := ((-(β * ∑ z, |V z|) : ℝ) : ℂ) with ha
    have hsplit : -(β : ℂ) • hamiltonian V t w φ =
        a • (1 : Matrix ι ι ℂ) + phaseMatrix (stepWeight V t β) w φ := by
      ext x y
      by_cases h : x = y
      · subst h
        have h0 : w x x = 0 := by have := hw x x; omega
        simp [hamiltonian, phaseMatrix, stepWeight, h0, ha]
        ring
      · simp [hamiltonian, phaseMatrix, stepWeight, h]
        ring
    have hscalar : NormedSpace.exp (a • (1 : Matrix ι ι ℂ)) = Complex.exp a • 1 := by
      have h : HasSum (fun N : ℕ => (N.factorial : ℂ)⁻¹ • a ^ N) (Complex.exp a) := by
        rw [Complex.exp_eq_exp_ℂ]
        exact NormedSpace.exp_series_hasSum_exp' (𝕂 := ℂ) a
      refine (hasSum_exp _).unique ?_
      simpa [smul_pow, smul_smul] using h.smul_const (1 : Matrix ι ι ℂ)
    have hcomm : Commute (a • (1 : Matrix ι ι ℂ)) (phaseMatrix (stepWeight V t β) w φ) :=
      (Commute.one_left _).smul_left a
    rw [partitionFunction, hsplit, Matrix.exp_add_of_commute _ _ hcomm, hscalar,
      smul_mul_assoc, one_mul, Matrix.trace_smul, smul_eq_mul]
    refine hasSum_of_eq ((hexp φ).mul_left (Complex.exp a)) fun k => ?_
    rw [sectorWeight, Complex.ofReal_mul, Complex.ofReal_exp, ← ha, mul_assoc]

/-- Under the same conditions the partition function is the real cosine series
`∑ Z_k cos(k φ)`. -/
theorem cosine_expansion (V : ι → ℝ) {t : ι → ι → ℝ} {w : ι → ι → ℤ} {β : ℝ} (hβ : 0 ≤ β)
    (ht : ∀ x y, 0 ≤ t x y) (hts : ∀ x y, t x y = t y x) (hw : ∀ x y, w x y = -w y x) (φ : ℝ) :
    HasSum (fun k : ℤ => ((sectorWeight V t w β k * Real.cos (k * φ) : ℝ) : ℂ))
      (partitionFunction V t w β φ) := by
  obtain ⟨-, heven, -, h⟩ := winding_expansion V hβ ht hts hw
  -- average the sectors `k` and `-k`
  have h2 := ((h φ).add ((Equiv.neg ℤ).hasSum_iff.mpr (h φ))).mul_left (1 / 2 : ℂ)
  have hz : (1 / 2 : ℂ) * (partitionFunction V t w β φ + partitionFunction V t w β φ) =
      partitionFunction V t w β φ := by ring
  rw [hz] at h2
  refine hasSum_of_eq h2 fun k => ?_
  simp only [Function.comp_apply, Equiv.neg_apply, heven]
  push_cast
  rw [Complex.cos]
  ring_nf

/-- Under the same conditions the partition function is positive definite in the flux: for
finitely many fluxes `φ i`, the matrix with entries `Z(φ j - φ i)` has a nonnegative
quadratic form. -/
theorem flux_positive_definite (V : ι → ℝ) {t : ι → ι → ℝ} {w : ι → ι → ℤ} {β : ℝ}
    (hβ : 0 ≤ β) (ht : ∀ x y, 0 ≤ t x y) (hts : ∀ x y, t x y = t y x)
    (hw : ∀ x y, w x y = -w y x) {n : ℕ} (φ : Fin n → ℝ) (a : Fin n → ℂ) :
    0 ≤ ∑ i, ∑ j, conj (a i) * a j * partitionFunction V t w β (φ j - φ i) := by
  obtain ⟨hpos, -, -, h⟩ := winding_expansion V hβ ht hts hw
  have hs := hasSum_sum (s := univ) fun i _ => hasSum_sum (s := univ) fun j _ =>
    (h (φ j - φ i)).mul_left (conj (a i) * a j)
  -- each winding sector contributes a squared modulus
  have e (k : ℤ) : ∑ i, ∑ j, conj (a i) * a j * ((sectorWeight V t w β k : ℂ) *
      Complex.exp ((k : ℂ) * ((φ j - φ i : ℝ) : ℂ) * Complex.I)) =
      ((sectorWeight V t w β k * Complex.normSq
        (∑ j, a j * Complex.exp ((k : ℂ) * φ j * Complex.I)) : ℝ) : ℂ) := by
    rw [Complex.ofReal_mul, Complex.normSq_eq_conj_mul_self, map_sum, sum_mul_sum, mul_sum]
    refine sum_congr rfl fun i _ => ?_
    rw [mul_sum]
    refine sum_congr rfl fun j _ => ?_
    have e1 : Complex.exp ((k : ℂ) * ((φ j - φ i : ℝ) : ℂ) * Complex.I) =
        conj (Complex.exp ((k : ℂ) * φ i * Complex.I)) *
          Complex.exp ((k : ℂ) * φ j * Complex.I) := by
      rw [← Complex.exp_conj, ← Complex.exp_add]
      congr 1
      simp only [map_mul, map_intCast, Complex.conj_ofReal, Complex.conj_I]
      push_cast
      ring
    rw [e1, map_mul]
    ring
  simp_rw [e] at hs
  rw [← hs.tsum_eq, ← Complex.ofReal_tsum]
  exact Complex.zero_le_real.mpr
    (tsum_nonneg fun k => mul_nonneg (hpos k) (Complex.normSq_nonneg _))

end

end WindingExpansion
```

```lean
#print axioms WindingExpansion.winding_expansion
#print axioms WindingExpansion.cosine_expansion
#print axioms WindingExpansion.flux_positive_definite
```

```
'WindingExpansion.winding_expansion' depends on axioms: [propext, Classical.choice, Quot.sound]
'WindingExpansion.cosine_expansion' depends on axioms: [propext, Classical.choice, Quot.sound]
'WindingExpansion.flux_positive_definite' depends on axioms: [propext, Classical.choice, Quot.sound]
```

## What the three theorems say

The finite type `ι` is the set of sites, and `hamiltonian` is $H(\varphi)$; it ignores the diagonal values of `t`. The trace of the matrix exponential is `partitionFunction`, a complex number in Lean, and `sectorWeight` is $Z_k$.

`winding_expansion` states nonnegativity, evenness, summability and, for every `φ`, the expansion. `HasSum` means that the series converges to the stated value regardless of the order of its terms. `cosine_expansion` gives the real series. In `flux_positive_definite`, `0 ≤` for a complex number means that it is real and nonnegative.

## How the lemmas carry the derivation

- `hasSum_walkWeight` is the induction for $M^N$; `Equiv.subRight` performs the shift of $k$.
- `walkWeight_succ_right` adds steps at the end, and `walkWeight_reverse` uses it to reverse walks.
- `trace_exp_phaseMatrix` exchanges the sums. Its `hf` is summability at zero flux, `hF` extends this to every flux by taking norms, and `prod_fiberwise` sums the double family in either order.
- In `winding_expansion`, `hsplit` separates the energy shift, and `hcomm` permits the factorisation of the exponential.
- `cosine_expansion` adds the series to its reflection under `Equiv.neg` and halves the result. In `flux_positive_definite`, `e` rewrites each winding term as a squared modulus.

## Limits of the guarantee, and a triangle with negative hopping

The theorems concern a finite matrix with a single flux parameter. They give no bound on truncation or sampling error. That $w$ describes the real geometry, so that $k$ is a winding around the flux, is for the user to establish: the hypotheses ask only for antisymmetric integers.

The sign of the hopping matters. Take three sites with $V=0$, $\beta>0$ and $t_{xy}=-1$ on every bond. Let $w_{31}=1=-w_{13}$, with all other $w$ zero. A closed walk that winds once around the triangle has an odd number $N$ of steps, so it contributes $(-\beta)^N/N!<0$. The coefficient of $e^{i\varphi}$ is therefore negative, starting with $-\beta^3/2$. Nonnegativity can thus fail when the product of the $t_{xy}$ around a loop is negative.
